# Summed over all electrons, the exchange hole of the power functional carries at most N electrons when α > 1/2

Take finitely many orthonormal spin-orbitals φ_i with occupations n_i between 0 and 1, and an exponent α > 1/2. Summed over all electrons, the exchange hole of the power functional then has a total charge, counted as positive, of

    ∑_i n_i^(2α) ≤ ∑_i n_i = N,

with equality if and only if every n_i is 0 or 1.

## The charge missing around each electron

In a system of N electrons, an electron found at x leaves N − 1 others. The pair density P(x,y) therefore integrates over y to (N − 1) ρ(x), where ρ is the electron density and x stands for position and spin. If the pair density is written as ρ(x) ρ(y) minus a correction, the correction must integrate to ρ(x). This is the statement that each electron is surrounded by a hole of exactly one missing electron. Summed over all electrons, the missing charge is N.

The power functional approximates this correction from the one-particle density matrix alone. With natural orbitals φ_i and occupations n_i it uses

    γ_α(x,y) = ∑_i n_i^α φ_i(x) φ_i*(y)

    P(x,y) ≈ ρ(x) ρ(y) − |γ_α(x,y)|²,   ρ(x) = ∑_i n_i |φ_i(x)|².

The exponent α is a parameter of the approximation, usually chosen from 1/2 to 1. The value 1 gives exchange of Hartree–Fock form and 1/2 gives the Müller functional. The result needs no upper bound on α. The condition 0 ≤ n_i ≤ 1 is the Pauli principle for spin-orbitals. Occupations of spatial orbitals, which run up to 2, have to be divided between the two spins first.

For a system with a fixed whole number of electrons, described with a finite orbital set, the result says that a power functional with α > 1/2 removes too little charge in total as soon as one occupation is fractional.

## From the squared kernel to a sum over occupations

Multiply the kernel by its complex conjugate:

    |γ_α(x,y)|² = ∑_i ∑_j n_i^α n_j^α φ_i(x) φ_j*(x) φ_i*(y) φ_j(y).

Only the last two factors depend on y. Their integral is the overlap of φ_i and φ_j, which is 1 for i = j and 0 otherwise, so one sum remains:

    ∫ |γ_α(x,y)|² dy = ∑_i n_i^(2α) |φ_i(x)|².

This is the hole charge around x, weighted with the density at x. Each |φ_i(x)|² integrates to 1, so the total is

    ∫∫ |γ_α(x,y)|² dy dx = ∑_i n_i^(2α).

It remains to compare n^p with n for p = 2α > 1. For n = 0 and n = 1 the two are equal. For 0 < n < 1,

    n^p = n · n^(p−1) < n,

because n^(p−1) < 1. Adding these inequalities over the orbitals gives the bound. If the two sums are equal, then

    ∑_i (n_i − n_i^(2α)) = 0.

No term here is negative, so every term vanishes and every n_i is 0 or 1. Conversely, occupations of 0 and 1 make every term vanish.

The smallest case with an electron in it is a single spin-orbital with occupation n, whose hole charge is n^(2α). For n = 1 this is one electron at every α. For n = 1/2 and α = 1 it is 1/4, half of the electron number 1/2. This second case only illustrates the inequality: an average of half an electron describes a mixture of zero and one electron, and the rule of one missing electron was derived above for a fixed number of electrons.

## Orbitals, kernel and hole in Lean

The finite type `ι` labels the spin-orbitals, and a point of `X` stands for the position and spin of an electron.

```lean
import Mathlib

open MeasureTheory
open scoped ComplexConjugate

namespace PowerFunctionalHole

noncomputable section

variable {ι X : Type*} [Fintype ι] [DecidableEq ι] [MeasurableSpace X]
```

The measure `μ` on `X` fixes what integration means. For real electrons it is volume in three dimensions combined with a sum over the two spin values; on a lattice a sum over sites takes the place of the volume. The structure below records orthonormality, with the complex conjugate on the first orbital.

```lean
/-- Spin-orbitals `φ i` on the space `X` are orthonormal: the overlap densities are
integrable and the overlap integrals form the unit matrix. -/
structure OrthonormalOrbitals (μ : Measure X) (φ : ι → X → ℂ) : Prop where
  integrable : ∀ i j, Integrable (fun x => conj (φ i x) * φ j x) μ
  overlap : ∀ i j, ∫ x, conj (φ i x) * φ j x ∂μ = if i = j then 1 else 0
```

For measurable orbitals the field `integrable` already follows from the normalisation in `overlap`. It matters for non-measurable functions: Lean assigns the value 0 to the integral of a non-integrable function, so an ill-defined overlap could otherwise pass for orthogonality.

The kernel γ_α(x,y) is written directly in terms of orbitals and occupations, which are given as data.

```lean
/-- The kernel of the density matrix raised to the power `α`, written in natural orbitals `φ i`
with occupations `n i ≥ 0`. -/
def powerKernel (n : ι → ℝ) (φ : ι → X → ℂ) (α : ℝ) (x y : X) : ℂ :=
  ∑ i, ((n i ^ α : ℝ) : ℂ) * φ i x * conj (φ i y)
```

The name `holeChargeAt` needs some care. A textbook hole is usually negative and refers to one electron at x. Here the sign is reversed and the charge is multiplied by ρ(x), which avoids a division where the density vanishes. The word "exchange" is also used broadly: for fractional occupations the same term is meant to describe correlation as well.

```lean
/-- The charge of the exchange hole around an electron at `x`, multiplied by the density at `x`
and counted as positive. -/
def holeChargeAt (μ : Measure X) (n : ι → ℝ) (φ : ι → X → ℂ) (α : ℝ) (x : X) : ℝ :=
  ∫ y, ‖powerKernel n φ α x y‖ ^ 2 ∂μ
```

Integrating over x as well gives the total charge.

```lean
/-- The total exchange-hole charge of the power functional, summed over all electrons. -/
def holeCharge (μ : Measure X) (n : ι → ℝ) (φ : ι → X → ℂ) (α : ℝ) : ℝ :=
  ∫ x, holeChargeAt μ n φ α x ∂μ
```

The electron number has no definition of its own and appears as `∑ i, n i`. It need not be an integer. The Coulomb interaction appears nowhere, because for a given α the orbitals and occupations alone fix the charge of the hole. One idealisation is the finite number of orbitals, whereas the density matrix of interacting electrons in continuous space generally has infinitely many occupied ones.

## Integrating the hole

The first theorem is the integration over y. It holds for every real `α` and all nonnegative occupations; for negative `α`, where the power of an empty occupation would diverge, Lean sets it to 0.

```lean
/-- For orthonormal orbitals and nonnegative occupations, the hole around `x` carries the charge
`∑ n_i^(2α) |φ_i(x)|²`, weighted with the density at `x`. -/
theorem holeChargeAt_eq {μ : Measure X} {φ : ι → X → ℂ} (h : OrthonormalOrbitals μ φ)
    {n : ι → ℝ} (hn : ∀ i, 0 ≤ n i) (α : ℝ) (x : X) :
    holeChargeAt μ n φ α x = ∑ i, n i ^ (2 * α) * ‖φ i x‖ ^ 2 := by
  -- the squared kernel is a double sum over orbital pairs
  have expand : ∀ y, ((‖powerKernel n φ α x y‖ ^ 2 : ℝ) : ℂ) =
      ∑ i, ∑ j, (((n i ^ α : ℝ) : ℂ) * ((n j ^ α : ℝ) : ℂ) * (φ i x * conj (φ j x))) *
        (conj (φ i y) * φ j y) := by
    intro y
    rw [← Complex.normSq_eq_norm_sq, ← Complex.mul_conj]
    unfold powerKernel
    rw [map_sum, Finset.sum_mul_sum]
    refine Finset.sum_congr rfl fun i _ => Finset.sum_congr rfl fun j _ => ?_
    simp only [map_mul, Complex.conj_ofReal, Complex.conj_conj]
    ring
  apply Complex.ofReal_injective
  unfold holeChargeAt
  rw [← integral_complex_ofReal]
  simp_rw [expand]
  rw [integral_finsetSum _ (fun i _ => integrable_finsetSum _
    (fun j _ => (h.integrable i j).const_mul _)), Complex.ofReal_sum]
  refine Finset.sum_congr rfl fun i _ => ?_
  rw [integral_finsetSum _ (fun j _ => (h.integrable i j).const_mul _)]
  -- orthonormality keeps only the diagonal pairs
  simp only [integral_const_mul, h.overlap, mul_ite, mul_one, mul_zero,
    Finset.sum_ite_eq, Finset.mem_univ, if_true]
  have h2 : n i ^ (2 * α) = n i ^ α * n i ^ α := by
    rw [mul_comm, Real.rpow_mul (hn i), Real.rpow_two, sq]
  have h3 : φ i x * conj (φ i x) = ((‖φ i x‖ ^ 2 : ℝ) : ℂ) := by
    rw [Complex.mul_conj, Complex.normSq_eq_norm_sq]
  rw [h3, h2, Complex.ofReal_mul, Complex.ofReal_mul]
```

The step `expand` is the double sum over i and j. The overlap integrals are complex while the hole charge is real, so the equation is first carried over to the complex numbers by `Complex.ofReal_injective`. Two uses of `integral_finsetSum` exchange the integral with the two sums, which is allowed because each overlap density is integrable. The `simp only` call then inserts the overlaps and leaves the diagonal terms. Finally, `h2` combines n_i^α · n_i^α into n_i^(2α), and `h3` turns φ_i(x) φ_i*(x) into |φ_i(x)|².

The integration over x needs each orbital density to be integrable with integral 1. Both facts come from the diagonal case i = j of orthonormality.

```lean
omit [Fintype ι] in
/-- Each member of an orthonormal set of orbitals has an integrable probability density with
integral one. -/
theorem orbital_normalised {μ : Measure X} {φ : ι → X → ℂ} (h : OrthonormalOrbitals μ φ)
    (i : ι) : Integrable (fun x => ‖φ i x‖ ^ 2) μ ∧ ∫ x, ‖φ i x‖ ^ 2 ∂μ = 1 := by
  have e : (fun x => conj (φ i x) * φ i x) = fun x => ((‖φ i x‖ ^ 2 : ℝ) : ℂ) := by
    funext x
    rw [mul_comm, Complex.mul_conj, Complex.normSq_eq_norm_sq]
  have h1 := h.integrable i i
  have h2 := h.overlap i i
  rw [e] at h1 h2
  rw [integral_complex_ofReal, if_pos rfl] at h2
  exact ⟨h1.re, Complex.ofReal_eq_one.mp h2⟩
```

With these, the total charge follows term by term.

```lean
/-- For orthonormal orbitals and nonnegative occupations, the total exchange-hole charge is
`∑ n_i^(2α)`. -/
theorem holeCharge_eq {μ : Measure X} {φ : ι → X → ℂ} (h : OrthonormalOrbitals μ φ)
    {n : ι → ℝ} (hn : ∀ i, 0 ≤ n i) (α : ℝ) :
    holeCharge μ n φ α = ∑ i, n i ^ (2 * α) := by
  unfold holeCharge
  simp_rw [holeChargeAt_eq h hn]
  rw [integral_finsetSum _ (fun i _ => (orbital_normalised h i).1.const_mul _)]
  refine Finset.sum_congr rfl fun i _ => ?_
  rw [integral_const_mul, (orbital_normalised h i).2, mul_one]
```

The sum of n_i^(2α) is thus derived from the kernel and the orthonormality of the orbitals; it is not put in as a definition.

## Fractional occupations lose charge

The comparison of n^p with n concerns a single number.

```lean
/-- Raising an occupation in `[0,1]` to a power above one never increases it, and leaves it
unchanged exactly when the orbital is empty or full. -/
theorem occupation_rpow_le {n p : ℝ} (hn0 : 0 ≤ n) (hn1 : n ≤ 1) (hp : 1 < p) :
    n ^ p ≤ n ∧ (n ^ p = n ↔ n = 0 ∨ n = 1) := by
  rcases hn0.eq_or_lt with rfl | h0
  · simp [Real.zero_rpow (zero_lt_one.trans hp).ne']
  rcases hn1.eq_or_lt with rfl | h1
  · simp
  have lt := Real.rpow_lt_rpow_of_exponent_gt h0 h1 hp
  rw [Real.rpow_one] at lt
  exact ⟨lt.le, fun e => absurd e lt.ne, by rintro (e | e) <;> linarith⟩
```

The two `rcases` lines separate the empty orbital, the full orbital and the fractional one. In the fractional case, `Real.rpow_lt_rpow_of_exponent_gt` states that a base strictly between 0 and 1 gives a smaller power for a larger exponent, here p against 1. The strict inequality yields both the bound and the absence of equality.

The main theorem joins the two parts. Its hypotheses are orthonormal orbitals, occupations in [0,1] and `1 / 2 < α`. Its conclusion is a pair: the bound, and the exact condition for equality.

```lean
/-- Bound for the power functional: for orthonormal orbitals, occupations in `[0,1]` and `α > 1/2`,
the exchange-hole charge is at most the electron number, with equality if and only if every
occupation is 0 or 1. -/
theorem holeCharge_le_electronNumber {μ : Measure X} {φ : ι → X → ℂ}
    (h : OrthonormalOrbitals μ φ) {n : ι → ℝ} (hn0 : ∀ i, 0 ≤ n i) (hn1 : ∀ i, n i ≤ 1)
    {α : ℝ} (hα : 1 / 2 < α) :
    holeCharge μ n φ α ≤ ∑ i, n i ∧
      (holeCharge μ n φ α = ∑ i, n i ↔ ∀ i, n i = 0 ∨ n i = 1) := by
  have key := fun i => occupation_rpow_le (hn0 i) (hn1 i) (by linarith : 1 < 2 * α)
  rw [holeCharge_eq h hn0]
  refine ⟨Finset.sum_le_sum fun i _ => (key i).1, ?_⟩
  -- a sum of termwise inequalities is saturated only if each term is
  rw [Finset.sum_eq_sum_iff_of_le fun i _ => (key i).1]
  exact ⟨fun e i => (key i).2.mp (e i (Finset.mem_univ i)), fun e i _ => (key i).2.mpr (e i)⟩
```

The line `key` applies the one-orbital comparison with p = 2α. After the hole charge has been replaced by its sum, `Finset.sum_le_sum` adds the inequalities. `Finset.sum_eq_sum_iff_of_le` is the argument about vanishing terms: sums ordered term by term are equal exactly when all terms are.

The bound also holds before the integration over x. At every point the weighted hole charge is at most ρ(x), so wherever the density is positive, the hole around an electron contains at most one electron.

```lean
/-- Local form: for orthonormal orbitals, occupations in `[0,1]` and `α > 1/2`, the
density-weighted hole charge around each point is at most the electron density there. -/
theorem holeChargeAt_le_density {μ : Measure X} {φ : ι → X → ℂ}
    (h : OrthonormalOrbitals μ φ) {n : ι → ℝ} (hn0 : ∀ i, 0 ≤ n i) (hn1 : ∀ i, n i ≤ 1)
    {α : ℝ} (hα : 1 / 2 < α) (x : X) :
    holeChargeAt μ n φ α x ≤ ∑ i, n i * ‖φ i x‖ ^ 2 := by
  rw [holeChargeAt_eq h hn0]
  exact Finset.sum_le_sum fun i _ => mul_le_mul_of_nonneg_right
    (occupation_rpow_le (hn0 i) (hn1 i) (by linarith)).1 (sq_nonneg _)
```

This local form has no equality condition. A fractionally occupied orbital may have a node at x, and then it causes no deficit there.

## Exponents at and below one half

At α = 1/2 the exponent 2α is 1, and the hole charge is the electron number whatever the occupations are. The theorem asks only that they be nonnegative.

```lean
/-- At `α = 1/2`, the Müller functional, the hole charge equals the electron number for
orthonormal orbitals with any nonnegative occupations. -/
theorem holeCharge_mueller {μ : Measure X} {φ : ι → X → ℂ} (h : OrthonormalOrbitals μ φ)
    {n : ι → ℝ} (hn : ∀ i, 0 ≤ n i) : holeCharge μ n φ (1 / 2) = ∑ i, n i := by
  rw [holeCharge_eq h hn, show (2 : ℝ) * (1 / 2) = 1 by norm_num]
  simp only [Real.rpow_one]
```

For 0 < α < 1/2 the inequality is reversed: a fractional occupation now gives n^(2α) > n, and the hole contains too much charge. The proof has the same form as that of the main theorem, with 2α < 1 in the comparison of powers.

```lean
/-- For orthonormal orbitals, occupations in `[0,1]` and `0 < α < 1/2`, the hole charge is at
least the electron number, with equality if and only if every occupation is 0 or 1. -/
theorem electronNumber_le_holeCharge {μ : Measure X} {φ : ι → X → ℂ}
    (h : OrthonormalOrbitals μ φ) {n : ι → ℝ} (hn0 : ∀ i, 0 ≤ n i) (hn1 : ∀ i, n i ≤ 1)
    {α : ℝ} (hα0 : 0 < α) (hα : α < 1 / 2) :
    ∑ i, n i ≤ holeCharge μ n φ α ∧
      (∑ i, n i = holeCharge μ n φ α ↔ ∀ i, n i = 0 ∨ n i = 1) := by
  have key : ∀ i, n i ≤ n i ^ (2 * α) ∧ (n i = n i ^ (2 * α) ↔ n i = 0 ∨ n i = 1) := by
    intro i
    rcases (hn0 i).eq_or_lt with e | h0
    · simp [← e, Real.zero_rpow (by positivity : 2 * α ≠ 0)]
    rcases (hn1 i).eq_or_lt with e | h1
    · simp [e]
    have lt := Real.rpow_lt_rpow_of_exponent_gt h0 h1 (by linarith : 2 * α < 1)
    rw [Real.rpow_one] at lt
    exact ⟨lt.le, fun e => absurd e lt.ne, by rintro (e | e) <;> linarith⟩
  rw [holeCharge_eq h hn0]
  refine ⟨Finset.sum_le_sum fun i _ => (key i).1, ?_⟩
  rw [Finset.sum_eq_sum_iff_of_le fun i _ => (key i).1]
  exact ⟨fun e i => (key i).2.mp (e i (Finset.mem_univ i)), fun e i _ => (key i).2.mpr (e i)⟩
```

The equality condition would fail at α = 0, where 0^0 = 1 gives an empty orbital a full unit of hole charge.

## A polar bond on two sites

The last theorem supplies a concrete set of orbitals that satisfies the orthonormality hypothesis. Two sites share a bonding orbital φ_0 = (3/5, 4/5) and an antibonding orbital φ_1 = (−4/5, 3/5), for one spin direction. `Measure.count` turns integrals into sums over the two sites.

```lean
/-- The two orbitals `(3/5, 4/5)` and `(-4/5, 3/5)` of a polar bond on two sites are
orthonormal. -/
theorem orthonormalOrbitals_witness :
    OrthonormalOrbitals (Measure.count : Measure (Fin 2))
      (![![3 / 5, 4 / 5], ![-4 / 5, 3 / 5]] : Fin 2 → Fin 2 → ℂ) where
  integrable := fun _ _ => Integrable.of_finite
  overlap := by
    intro i j
    -- the numerical coefficients are real
    have c3 : conj (3 : ℂ) = 3 := Complex.conj_eq_iff_real.mpr ⟨3, by norm_num⟩
    have c4 : conj (4 : ℂ) = 4 := Complex.conj_eq_iff_real.mpr ⟨4, by norm_num⟩
    have c5 : conj (5 : ℂ) = 5 := Complex.conj_eq_iff_real.mpr ⟨5, by norm_num⟩
    rw [integral_count, Fin.sum_univ_two]
    fin_cases i <;> fin_cases j <;> simp [c3, c4, c5] <;> norm_num

end

end PowerFunctionalHole
```

The proof runs through the four pairs of orbitals. The norms are 9/25 + 16/25 = 1 for φ_0 and 16/25 + 9/25 = 1 for φ_1, and the overlap is −12/25 + 12/25 = 0. All the preceding theorems therefore apply to this bond, with any occupations and exponent in the ranges that they state.

```lean
#print axioms PowerFunctionalHole.holeCharge_le_electronNumber
#print axioms PowerFunctionalHole.holeChargeAt_le_density
#print axioms PowerFunctionalHole.holeCharge_mueller
#print axioms PowerFunctionalHole.electronNumber_le_holeCharge
```

```
'PowerFunctionalHole.holeCharge_le_electronNumber' depends on axioms: [propext, Classical.choice, Quot.sound]
'PowerFunctionalHole.holeChargeAt_le_density' depends on axioms: [propext, Classical.choice, Quot.sound]
'PowerFunctionalHole.holeCharge_mueller' depends on axioms: [propext, Classical.choice, Quot.sound]
'PowerFunctionalHole.electronNumber_le_holeCharge' depends on axioms: [propext, Classical.choice, Quot.sound]
```
